# Iterated unreweighted variance minimization misses the variance minimum for a Gaussian in a quartic well

Take the Hamiltonian $H=-\tfrac12\,d^2/dx^2+x^4$ and the trial function $\psi_b=e^{-bx^2}$. Let $F(b,a)$ be the variance of the local energy of $\psi_b$ over the density proportional to $\psi_a^2$. If positive parameters $a_0,a_1,\dots$ are chosen so that each $a_{n+1}$ minimizes $F(\cdot,a_n)$, they converge to $\alpha$ with $\alpha^3=3/4$. The variance with samples and local energy at the same parameter, $F(a,a)$, is smallest at a larger $\beta$, where $4\beta^6+3\beta^3=6$, and there it is strictly lower. Numerically $\alpha\approx0.909$ and $\beta\approx0.968$, with variances of about $0.138$ and $0.121$.

In variational Monte Carlo, this one-parameter, noise-free model shows that unreweighted minimization, repeated with new samples at each new parameter, can converge and still not minimize the variance; here it ends at the energy minimum of the family.

## The quartic well and the Gaussian family

The model is one particle in one dimension, with $\hbar=m=1$. Since $\psi_b'=-2bx\psi_b$ and $\psi_b''=(4b^2x^2-2b)\psi_b$, the local energy is

$$E_b(x)=\frac{H\psi_b}{\psi_b}=b-2b^2x^2+x^4 .$$

In the file, `trial` is $\psi_b$ and `localEnergy` is $E_b$. `trialMean a f` divides by $\int\psi_a^2$, so it averages over the normalized density $\sqrt{2a/\pi}\,e^{-2ax^2}$. These are exact integrals, the limit of infinitely many samples. `localVariance b a` is $F(b,a)$, with the local-energy parameter first.

```lean
import Mathlib

open MeasureTheory Filter Topology

namespace UnreweightedVarianceMinimization

noncomputable section

/-- The Gaussian trial wave function with parameter `b`. -/
def trial (b x : ℝ) : ℝ := Real.exp (-b * x ^ 2)

/-- The local energy of the Gaussian trial function in the quartic oscillator. -/
def localEnergy (b x : ℝ) : ℝ := b - 2 * b ^ 2 * x ^ 2 + x ^ 4

/-- The mean of `f` over the normalized density of the trial function with parameter `a`. -/
def trialMean (a : ℝ) (f : ℝ → ℝ) : ℝ :=
  (∫ x, f x * trial a x ^ 2) / ∫ x, trial a x ^ 2

/-- The variance of the local energy with parameter `b`, sampled with parameter `a`. -/
def localVariance (b a : ℝ) : ℝ :=
  trialMean a (fun x => (localEnergy b x - trialMean a (localEnergy b)) ^ 2)
```

The next two theorems differentiate the trial function once and twice, which confirms the local energy.

```lean
/-- The slope of the Gaussian trial function. -/
theorem hasDerivAt_trial (b x : ℝ) :
    HasDerivAt (trial b) (-2 * b * x * trial b x) x := by
  refine (((hasDerivAt_pow 2 x).const_mul (-b)).exp).congr_deriv ?_
  simp only [trial]
  push_cast
  ring

/-- The Hamiltonian with potential `x ^ 4` acts on the trial function as multiplication by
the local energy. -/
theorem hamiltonian_trial (b x : ℝ) :
    -(1 / 2) * deriv (deriv (trial b)) x + x ^ 4 * trial b x
      = localEnergy b x * trial b x := by
  have h : deriv (trial b) = fun y => -2 * b * y * trial b y :=
    funext fun y => (hasDerivAt_trial b y).deriv
  have hd := ((hasDerivAt_id' x).const_mul (-2 * b)).fun_mul (hasDerivAt_trial b x)
  rw [h, hd.deriv]
  simp only [localEnergy]
  ring
```

The mismatch depends on the potential. For $x^2/2$ the local energy is $b+(\tfrac12-2b^2)x^2$, which is constant at $b=\tfrac12$, so a single exact step from any positive sampling parameter, taken over positive $b$, reaches the exact ground state.

## A positive sampling parameter

The hypothesis `0 < a` says that $\psi_a$ is normalizable. By hand it removes the boundary term when $x^{n+1}e^{-2ax^2}$ is differentiated and integrated over the line:

$$0=(n+1)\int x^n e^{-2ax^2}dx-4a\int x^{n+2}e^{-2ax^2}dx .$$

Hence

$$\langle x^2\rangle=\frac1{4a},\quad \langle x^4\rangle=\frac3{16a^2},\quad \langle x^6\rangle=\frac{15}{64a^3},\quad \langle x^8\rangle=\frac{105}{256a^4}.$$

In the proof, `int` uses positivity for integrability, `step` is the recursion, and `add` assembles the polynomial term by term.

```lean
/-- The mean of an even polynomial of degree at most eight over the trial density. -/
theorem trialMean_poly {a : ℝ} (ha : 0 < a) (c0 c1 c2 c3 c4 : ℝ) :
    trialMean a (fun x => c0 + c1 * x ^ 2 + c2 * x ^ 4 + c3 * x ^ 6 + c4 * x ^ 8)
      = c0 + c1 / (4 * a) + 3 * c2 / (16 * a ^ 2) + 15 * c3 / (64 * a ^ 3)
        + 105 * c4 / (256 * a ^ 4) := by
  have sq : ∀ x, trial a x ^ 2 = Real.exp (-(2 * a) * x ^ 2) := by
    intro x
    rw [trial, ← Real.exp_nat_mul]
    congr 1
    push_cast
    ring
  have int : ∀ n : ℕ, Integrable (fun x : ℝ => x ^ n * trial a x ^ 2) := by
    intro n
    have hn : (0 : ℝ) ≤ n := n.cast_nonneg
    have h := integrable_rpow_mul_exp_neg_mul_sq (b := 2 * a) (by positivity)
      (s := (n : ℝ)) (by linarith)
    simpa only [Real.rpow_natCast, sq] using h
  have hne : (∫ x, trial a x ^ 2) ≠ 0 := by
    simp only [sq]
    rw [integral_gaussian]
    positivity
  -- integration by parts relates successive even moments
  have step : ∀ n : ℕ, ∫ x, x ^ (n + 2) * trial a x ^ 2
      = ((n : ℝ) + 1) / (4 * a) * ∫ x, x ^ n * trial a x ^ 2 := by
    intro n
    have hd : ∀ x, HasDerivAt (fun y => y ^ (n + 1) * trial a y ^ 2)
        (((n : ℝ) + 1) * (x ^ n * trial a x ^ 2)
          - 4 * a * (x ^ (n + 2) * trial a x ^ 2)) x := by
      intro x
      refine ((hasDerivAt_pow (n + 1) x).fun_mul
        ((hasDerivAt_trial a x).fun_pow 2)).congr_deriv ?_
      rw [Nat.add_sub_cancel]
      push_cast
      ring
    have h0 := integral_eq_zero_of_hasDerivAt_of_integrable hd
      (((int n).const_mul _).sub ((int (n + 2)).const_mul _)) (int (n + 1))
    rw [integral_sub ((int n).const_mul _) ((int (n + 2)).const_mul _),
      integral_const_mul, integral_const_mul] at h0
    rw [div_mul_eq_mul_div, eq_div_iff (by positivity)]
    linarith
  have add : ∀ (f : ℝ → ℝ) (c : ℝ) (n : ℕ), Integrable f →
      Integrable (fun x => f x + c * (x ^ n * trial a x ^ 2)) ∧
      ∫ x, (f x + c * (x ^ n * trial a x ^ 2))
        = (∫ x, f x) + c * ∫ x, x ^ n * trial a x ^ 2 := by
    intro f c n hf
    refine ⟨hf.add ((int n).const_mul c), ?_⟩
    rw [integral_add hf ((int n).const_mul c), integral_const_mul]
  have h1 := add (fun x => c0 * (x ^ 0 * trial a x ^ 2)) c1 2 ((int 0).const_mul c0)
  have h2 := add _ c2 4 h1.1
  have h3 := add _ c3 6 h2.1
  have h4 := add _ c4 8 h3.1
  have e : (fun x => (c0 + c1 * x ^ 2 + c2 * x ^ 4 + c3 * x ^ 6 + c4 * x ^ 8)
      * trial a x ^ 2) = fun x => c0 * (x ^ 0 * trial a x ^ 2)
        + c1 * (x ^ 2 * trial a x ^ 2) + c2 * (x ^ 4 * trial a x ^ 2)
        + c3 * (x ^ 6 * trial a x ^ 2) + c4 * (x ^ 8 * trial a x ^ 2) := by
    funext x
    ring
  have m0 : ∫ x, x ^ 0 * trial a x ^ 2 = ∫ x, trial a x ^ 2 := by simp
  have m2 : ∫ x, x ^ 2 * trial a x ^ 2 = 1 / (4 * a) * ∫ x, x ^ 0 * trial a x ^ 2 :=
    (step 0).trans (by norm_num)
  have m4 : ∫ x, x ^ 4 * trial a x ^ 2 = 3 / (4 * a) * ∫ x, x ^ 2 * trial a x ^ 2 :=
    (step 2).trans (by norm_num)
  have m6 : ∫ x, x ^ 6 * trial a x ^ 2 = 5 / (4 * a) * ∫ x, x ^ 4 * trial a x ^ 2 :=
    (step 4).trans (by norm_num)
  have m8 : ∫ x, x ^ 8 * trial a x ^ 2 = 7 / (4 * a) * ∫ x, x ^ 6 * trial a x ^ 2 :=
    (step 6).trans (by norm_num)
  simp only [trialMean]
  rw [e, h4.2, h3.2, h2.2, h1.2, integral_const_mul, m8, m6, m4, m2, m0]
  field_simp
  ring
```

The mean of $E_b$ is therefore $b-b^2/(2a)+3/(16a^2)$.

```lean
/-- The mean local energy with parameter `b`, sampled with parameter `a`. -/
theorem mean_localEnergy {a : ℝ} (ha : 0 < a) (b : ℝ) :
    trialMean a (localEnergy b) = b - b ^ 2 / (2 * a) + 3 / (16 * a ^ 2) := by
  have e : localEnergy b = fun x =>
      b + (-2 * b ^ 2) * x ^ 2 + 1 * x ^ 4 + 0 * x ^ 6 + 0 * x ^ 8 := by
    funext x
    simp only [localEnergy]
    ring
  rw [e, trialMean_poly ha]
  field_simp
  ring
```

The constant $b$ doesn't affect the variance, so

$$F(b,a)=4b^4\,\mathrm{Var}(x^2)-4b^2\,\mathrm{Cov}(x^2,x^4)+\mathrm{Var}(x^4).$$

The moments give $\mathrm{Var}(x^2)=1/(8a^2)$, $\mathrm{Cov}(x^2,x^4)=3/(16a^3)$ and $\mathrm{Var}(x^4)=3/(8a^4)$, and so

$$F(b,a)=\frac{b^4}{2a^2}-\frac{3b^2}{4a^3}+\frac3{8a^4}.$$

The proof expands the squared deviation and applies the moment formula to it.

```lean
/-- The closed form of the variance of the local energy. -/
theorem localVariance_eq {a : ℝ} (ha : 0 < a) (b : ℝ) :
    localVariance b a
      = b ^ 4 / (2 * a ^ 2) - 3 * b ^ 2 / (4 * a ^ 3) + 3 / (8 * a ^ 4) := by
  have e : ∀ m : ℝ, (fun x => (localEnergy b x - m) ^ 2) = fun x =>
      (b - m) ^ 2 + (-4 * b ^ 2 * (b - m)) * x ^ 2 + (4 * b ^ 4 + 2 * (b - m)) * x ^ 4
        + (-4 * b ^ 2) * x ^ 6 + 1 * x ^ 8 := by
    intro m
    funext x
    simp only [localEnergy]
    ring
  rw [localVariance, e, trialMean_poly ha, mean_localEnergy ha]
  field_simp
  ring
```

Without positivity there is no density to sample. Lean's integrals would then return zero. When the density moves with the parameter, as in $F(x,x)$, this spurious zero variance would win every comparison, so competitors there are restricted to `0 < x`. At fixed samples $F(b,a)$ depends on $b$ only through $b^2$, and the same restriction just keeps the competing trial functions normalizable.

## Minimization while the samples stay fixed

An unreweighted step changes $b$ in the local energy but leaves the density at $a$. Completing the square gives

$$F(b,a)=\frac{(b^2-\frac3{4a})^2}{2a^2}+\frac3{32a^4},$$

so $b$ is minimal exactly when $b^2=3/(4a)$. The proof calls this identity `sqf` and compares $b$ with the positive root.

```lean
/-- With samples held at `a`, the parameter `b` minimizes the variance exactly when
`b ^ 2 = 3 / (4 * a)`. -/
theorem unreweighted_step_iff {a : ℝ} (ha : 0 < a) (b : ℝ) :
    (∀ x, 0 < x → localVariance b a ≤ localVariance x a) ↔ b ^ 2 = 3 / (4 * a) := by
  have sqf : ∀ x, localVariance x a
      = (x ^ 2 - 3 / (4 * a)) ^ 2 / (2 * a ^ 2) + 3 / (32 * a ^ 4) := by
    intro x
    rw [localVariance_eq ha]
    field_simp
    ring
  have z : (0 : ℝ) ^ 2 / (2 * a ^ 2) = 0 := by simp
  constructor
  · intro h
    have h1 := h (√(3 / (4 * a))) (by positivity)
    rw [sqf, sqf, Real.sq_sqrt (by positivity), sub_self, z] at h1
    have h3 : (b ^ 2 - 3 / (4 * a)) ^ 2 ≤ 0 := by
      by_contra hc
      have := div_pos (not_le.1 hc) (show 0 < 2 * a ^ 2 by positivity)
      linarith
    have h4 := (pow_eq_zero_iff two_ne_zero).1 (le_antisymm h3 (sq_nonneg _))
    linarith
  · intro h x _
    rw [sqf b, sqf x, h, sub_self, z]
    have : 0 ≤ (x ^ 2 - 3 / (4 * a)) ^ 2 / (2 * a ^ 2) := by positivity
    linarith
```

For a parameter that reproduces itself, differentiate in $b$ and then set $b=a$:

$$\partial_bF(b,a)\big|_{b=a}=2a-\frac3{2a^2}=\frac{2(a^3-\frac34)}{a^2}.$$

This vanishes exactly when $a^3=3/4$.

```lean
/-- The derivative of the variance at fixed samples vanishes at the sampling parameter
exactly when `a ^ 3 = 3 / 4`. -/
theorem self_consistent_iff {a : ℝ} (ha : 0 < a) :
    deriv (fun b => localVariance b a) a = 0 ↔ a ^ 3 = 3 / 4 := by
  have e : (fun b => localVariance b a) = fun b =>
      b ^ 4 / (2 * a ^ 2) - 3 * b ^ 2 / (4 * a ^ 3) + 3 / (8 * a ^ 4) :=
    funext fun b => localVariance_eq ha b
  have hd : HasDerivAt (fun b : ℝ =>
      b ^ 4 / (2 * a ^ 2) - 3 * b ^ 2 / (4 * a ^ 3) + 3 / (8 * a ^ 4))
      (2 * (a ^ 3 - 3 / 4) / a ^ 2) a := by
    refine ((((hasDerivAt_pow 4 a).div_const (2 * a ^ 2)).fun_sub
      (((hasDerivAt_pow 2 a).const_mul 3).div_const (4 * a ^ 3))).add_const
      (3 / (8 * a ^ 4))).congr_deriv ?_
    push_cast
    field_simp
    ring
  rw [e, hd.deriv]
  constructor
  · intro h
    have h2 := (div_eq_zero_iff.1 h).resolve_right (by positivity)
    linarith
  · intro h
    rw [h]
    simp
```

The condition `a ^ 3 = 3 / 4` is also what makes $a$ an energy minimum. The mean energy is $E(x)=x/2+3/(16x^2)$, and substituting $3/4=a^3$ gives

$$E(x)-E(a)=\frac{2x^3-3ax^2+a^3}{4x^2}=\frac{(x-a)^2(2x+a)}{4x^2}\ge0 .$$

The identity `key` contains this factorization. At any other positive parameter the mean energy is higher.

```lean
/-- A positive parameter with `a ^ 3 = 3 / 4` minimizes the mean energy. -/
theorem energy_minimum {a : ℝ} (ha : 0 < a) (h : a ^ 3 = 3 / 4) {x : ℝ} (hx : 0 < x) :
    trialMean a (localEnergy a) ≤ trialMean x (localEnergy x) := by
  rw [mean_localEnergy ha, mean_localEnergy hx]
  have key : x - x ^ 2 / (2 * x) + 3 / (16 * x ^ 2)
      - (a - a ^ 2 / (2 * a) + 3 / (16 * a ^ 2))
      = (x - a) ^ 2 * (2 * x + a) / (4 * x ^ 2)
        + (3 / 4 - a ^ 3) * (1 / (4 * x ^ 2) - 1 / (4 * a ^ 2)) := by
    field_simp
    ring
  rw [h, sub_self, zero_mul, add_zero] at key
  have : 0 ≤ (x - a) ^ 2 * (2 * x + a) / (4 * x ^ 2) := by positivity
  linarith
```

If the density moves with $b$ instead, the objective is

$$F(x,x)=\frac{x^2}2-\frac3{4x}+\frac3{8x^4},\qquad \frac{d}{dx}F(x,x)=\frac{4x^6+3x^3-6}{4x^5}.$$

A minimum at $a$ therefore requires $4a^6+3a^3=6$. Conversely, that equation makes $F(x,x)-F(a,a)$ vanish doubly at $x=a$, and division gives

$$F(x,x)-F(a,a)=\frac{(x-a)^2}{8x^4}\left(4x^4+8ax^3+\frac{9x^2}{a^4}+\frac{6x}{a^3}+\frac3{a^2}\right)\ge0 .$$

The proof takes the same two directions: a vanishing derivative at a local minimum, then the factorization.

```lean
/-- When samples and local energy share one parameter, the variance is minimal exactly
when `4 * a ^ 6 + 3 * a ^ 3 = 6`. -/
theorem true_minimum_iff {a : ℝ} (ha : 0 < a) :
    (∀ x, 0 < x → localVariance a a ≤ localVariance x x) ↔ 4 * a ^ 6 + 3 * a ^ 3 = 6 := by
  constructor
  · intro h
    have hd : HasDerivAt (fun x : ℝ => x ^ 2 / 2 - 3 / 4 * x⁻¹ + 3 / 8 * x⁻¹ ^ 4)
        ((4 * a ^ 6 + 3 * a ^ 3 - 6) / (4 * a ^ 5)) a := by
      refine ((((hasDerivAt_pow 2 a).div_const 2).fun_sub
        ((hasDerivAt_inv ha.ne').const_mul (3 / 4))).fun_add
        (((hasDerivAt_inv ha.ne').fun_pow 4).const_mul (3 / 8))).congr_deriv ?_
      push_cast
      field_simp
      ring
    have hd' : HasDerivAt (fun x => localVariance x x)
        ((4 * a ^ 6 + 3 * a ^ 3 - 6) / (4 * a ^ 5)) a := by
      refine hd.congr_of_eventuallyEq ?_
      filter_upwards [Ioi_mem_nhds ha] with x hx
      have hx' : 0 < x := hx
      rw [localVariance_eq hx']
      field_simp
    have hl : ∀ᶠ x in 𝓝 a, localVariance a a ≤ localVariance x x := by
      filter_upwards [Ioi_mem_nhds ha] with x hx using h x hx
    have h0 := IsLocalMin.hasDerivAt_eq_zero (f := fun x => localVariance x x) hl hd'
    have h2 := (div_eq_zero_iff.1 h0).resolve_right (by positivity)
    linarith
  · intro h x hx
    rw [localVariance_eq ha, localVariance_eq hx]
    -- the difference has a double root at `a` and a positive cofactor
    have key : x ^ 4 / (2 * x ^ 2) - 3 * x ^ 2 / (4 * x ^ 3) + 3 / (8 * x ^ 4)
        - (a ^ 4 / (2 * a ^ 2) - 3 * a ^ 2 / (4 * a ^ 3) + 3 / (8 * a ^ 4))
        = (x - a) ^ 2 * (4 * x ^ 4 + 8 * a * x ^ 3 + 9 * x ^ 2 / a ^ 4 + 6 * x / a ^ 3
            + 3 / a ^ 2) / (8 * x ^ 4)
          + (4 * a ^ 6 + 3 * a ^ 3 - 6) * (1 / (4 * a ^ 4) - 1 / (4 * a ^ 3 * x)) := by
      field_simp <;> ring
    rw [h, sub_self, zero_mul, add_zero] at key
    have : 0 ≤ (x - a) ^ 2 * (4 * x ^ 4 + 8 * a * x ^ 3 + 9 * x ^ 2 / a ^ 4
        + 6 * x / a ^ 3 + 3 / a ^ 2) / (8 * x ^ 4) := by positivity
    linarith
```

## Positive parameters and exact steps

The final theorem has two hypotheses. `hpos` makes every $a_n$ a valid sampling parameter and selects the positive root at each step. `hstep` says that every minimization is carried through exactly. From any positive start, $a_{n+1}=\sqrt{3/(4a_n)}$ satisfies both.

By hand, `hstep` gives $a_{n+1}^2a_n=3/4$, and `hpos` allows logarithms. With $L=\ln(3/4)$,

$$2\ln a_{n+1}+\ln a_n=L,\qquad \ln a_{n+1}-\frac L3=-\frac12\left(\ln a_n-\frac L3\right).$$

Thus $\ln a_n=L/3+(-\tfrac12)^n(\ln a_0-L/3)$, and $a_n\to\alpha=e^{L/3}$. The parameters approach $\alpha$ from alternating sides. In the limiting case $a_0=\alpha$ they never move, and the variance minimum is still missed.

To locate $\beta$, note that $4x^6+3x^3$ equals $9/2$ at $\alpha$ and $7$ at $1$. It takes the value $6$ in between, so $\alpha<\beta<1$. If $F(\alpha,\alpha)$ were no larger than $F(\beta,\beta)$, $\alpha$ would be a minimizer too and would have to give $6$ instead of $9/2$.

In the proof, `hlog` is the logarithmic relation, `hclosed` solves it by induction, and `hlim` takes the limit. The intermediate value theorem supplies $\beta$, and `true_minimum_iff` gives both its minimality and the strict inequality.

```lean
/-- Iterated unreweighted variance minimization converges to a parameter `α` with
`α ^ 3 = 3 / 4`, while the true variance minimum lies at a larger `β` and is strictly lower. -/
theorem iteration_misses_minimum (a : ℕ → ℝ) (hpos : ∀ n, 0 < a n)
    (hstep : ∀ n x, 0 < x → localVariance (a (n + 1)) (a n) ≤ localVariance x (a n)) :
    ∃ α β : ℝ, 0 < α ∧ α ^ 3 = 3 / 4 ∧ Tendsto a atTop (𝓝 α) ∧ α < β ∧
      (∀ x, 0 < x → localVariance β β ≤ localVariance x x) ∧
      localVariance β β < localVariance α α := by
  let L := Real.log (3 / 4)
  -- each step multiplies the logarithmic error by `-1/2`
  have hlog : ∀ n, 2 * Real.log (a (n + 1)) + Real.log (a n) = L := by
    intro n
    have h := (unreweighted_step_iff (hpos n) _).1 (hstep n)
    have hm : a (n + 1) ^ 2 * a n = 3 / 4 := by
      have hn := (hpos n).ne'
      rw [h]
      field_simp
    have h2 := congrArg Real.log hm
    rw [Real.log_mul (pow_ne_zero 2 (hpos (n + 1)).ne') (hpos n).ne', Real.log_pow] at h2
    exact_mod_cast h2
  have hclosed : ∀ n, Real.log (a n)
      = L / 3 + (-1 / 2) ^ n * (Real.log (a 0) - L / 3) := by
    intro n
    induction n with
    | zero => ring
    | succ n ih =>
      rw [pow_succ]
      linear_combination (1 / 2) * hlog n - (1 / 2) * ih
  have hα : Real.exp (L / 3) ^ 3 = 3 / 4 := by
    rw [← Real.exp_nat_mul, show ((3 : ℕ) : ℝ) * (L / 3) = L by push_cast; ring]
    exact Real.exp_log (by norm_num)
  have hlim : Tendsto a atTop (𝓝 (Real.exp (L / 3))) := by
    have hp : Tendsto (fun n : ℕ => (-1 / 2 : ℝ) ^ n) atTop (𝓝 0) :=
      tendsto_pow_atTop_nhds_zero_of_abs_lt_one (by norm_num [abs_lt])
    have ht := (hp.mul_const (Real.log (a 0) - L / 3)).const_add (L / 3)
    rw [zero_mul, add_zero] at ht
    refine ((Real.continuous_exp.tendsto _).comp ht).congr fun n => ?_
    simp only [Function.comp_apply]
    rw [← hclosed n, Real.exp_log (hpos n)]
  have hα0 : 0 < Real.exp (L / 3) := Real.exp_pos _
  generalize Real.exp (L / 3) = α at hα hlim hα0
  have h6 : 4 * α ^ 6 + 3 * α ^ 3 = 9 / 2 := by
    rw [show α ^ 6 = (α ^ 3) ^ 2 by ring, hα]
    norm_num
  have hα1 : α ≤ 1 := by
    by_contra hc
    have := one_lt_pow₀ (not_le.1 hc) (three_ne_zero)
    linarith
  -- the true minimum is found between `α` and `1`
  obtain ⟨β, hβ, hβ6⟩ := intermediate_value_Icc hα1
    (f := fun x : ℝ => 4 * x ^ 6 + 3 * x ^ 3) (by fun_prop)
    (show (6 : ℝ) ∈ Set.Icc (4 * α ^ 6 + 3 * α ^ 3) (4 * 1 ^ 6 + 3 * 1 ^ 3) by
      rw [h6]; constructor <;> norm_num)
  have hβ6' : 4 * β ^ 6 + 3 * β ^ 3 = 6 := hβ6
  have hlt : α < β := by
    refine lt_of_le_of_ne hβ.1 fun he => ?_
    rw [← he] at hβ6'
    linarith
  have hmin := (true_minimum_iff (hα0.trans hlt)).2 hβ6'
  refine ⟨α, β, hα0, hα, hlim, hlt, hmin, ?_⟩
  by_contra hc
  have := (true_minimum_iff hα0).1 fun x hx => (not_lt.1 hc).trans (hmin x hx)
  linarith

end

end UnreweightedVarianceMinimization
```

Without `hstep` convergence to $\alpha$ can fail: the constant sequence $a_n=1$ is positive and stays at $1$.

```lean
#print axioms UnreweightedVarianceMinimization.hamiltonian_trial
-- 'UnreweightedVarianceMinimization.hamiltonian_trial' depends on axioms: [propext, Classical.choice, Quot.sound]
#print axioms UnreweightedVarianceMinimization.self_consistent_iff
-- 'UnreweightedVarianceMinimization.self_consistent_iff' depends on axioms: [propext, Classical.choice, Quot.sound]
#print axioms UnreweightedVarianceMinimization.energy_minimum
-- 'UnreweightedVarianceMinimization.energy_minimum' depends on axioms: [propext, Classical.choice, Quot.sound]
#print axioms UnreweightedVarianceMinimization.iteration_misses_minimum
-- 'UnreweightedVarianceMinimization.iteration_misses_minimum' depends on axioms: [propext, Classical.choice, Quot.sound]
```
